# The matrix exponential does not preserve operator order: a two-level example

Let $r, s$ be nonzero real numbers, $c=\sqrt{r^2+s^2}$, and $\sigma_x,\sigma_z$ the real Pauli matrices. For $A=s\sigma_z$ and $B=c\,1+r\sigma_x$ the difference $B-A$ is positive semidefinite, written $B-A\succeq0$, whereas $e^{B}-e^{A}$ is not, and neither is $e^{\beta B}-e^{\beta A}$ for any $\beta>0$.

With Hamiltonians $H_A=-A$, $H_B=-B$ and inverse temperature $\beta$, every state has energy expectation no higher under $H_B$ than under $H_A$, yet some state has a smaller expectation of $e^{-\beta H_B}$ than of $e^{-\beta H_A}$. An imaginary-time path integral evaluates a trace or matrix element of a product of such Boltzmann factors, one per slice. At this value of $c$, where $B-A$ has a zero eigenvalue, the order of the Hamiltonians fails to pass to the factor of a slice of any positive width; for a larger $c$, $B-A$ is positive definite and the order does pass to slices that are thin enough.

## Real symmetric $2\times2$ matrices

All operators have type `Matrix (Fin 2) (Fin 2) ℝ`: two levels indexed $0,1$, real entries, no $\sigma_y$. `opA s` is $A$ and `opB c r` is $B$, with $c$ left free. `PosSemidef` means symmetric with $v^{T}Mv\ge0$ for all real $v$, and `NormedSpace.exp` is the exponential series.

```lean
import Mathlib

open Matrix

namespace ExpNotOperatorMonotone

noncomputable section

/-- The Pauli matrix `σx`. -/
def σx : Matrix (Fin 2) (Fin 2) ℝ := !![0, 1; 1, 0]

/-- The Pauli matrix `σz`. -/
def σz : Matrix (Fin 2) (Fin 2) ℝ := !![1, 0; 0, -1]

/-- The two-level operator `A = s σz`. -/
def opA (s : ℝ) : Matrix (Fin 2) (Fin 2) ℝ := s • σz

/-- The two-level operator `B = c 1 + r σx`. -/
def opB (c r : ℝ) : Matrix (Fin 2) (Fin 2) ℝ := c • (1 : Matrix (Fin 2) (Fin 2) ℝ) + r • σx
```

Both order questions reduce to $M=a\,1+x\sigma_x+z\sigma_z$ with real $a,x,z$. For $v=(u,w)$,
$$v^{T}Mv=a(u^2+w^2)+z(u^2-w^2)+x\,(2uw).$$
Suppose $M\succeq0$. The vectors $(1,0)$ and $(0,1)$ give $a\pm z\ge0$, so $a\ge0$ (`h0`, `h1`). The vectors $(t,1)$ give a quadratic $(a+z)t^2+2xt+(a-z)\ge0$ in $t$, whose discriminant $4(x^2+z^2-a^2)$ is then nonpositive (`hd`). Conversely, with $f=u^2-w^2$ and $g=2uw$ one has $f^2+g^2=(u^2+w^2)^2$ and $(zf+xg)^2+(zg-xf)^2=(x^2+z^2)(f^2+g^2)$. Hence $x^2+z^2\le a^2$ gives $(zf+xg)^2\le a^2(u^2+w^2)^2$ (`hT`), and $a\ge0$ makes the sum nonnegative (`hST`).

```lean
/-- The operator `a 1 + x σx + z σz` is positive semidefinite exactly when `a ≥ 0` and
`x² + z² ≤ a²`. -/
theorem pauli_posSemidef_iff (a x z : ℝ) :
    (a • (1 : Matrix (Fin 2) (Fin 2) ℝ) + x • σx + z • σz).PosSemidef ↔
      0 ≤ a ∧ x ^ 2 + z ^ 2 ≤ a ^ 2 := by
  have hM : a • (1 : Matrix (Fin 2) (Fin 2) ℝ) + x • σx + z • σz = !![a + z, x; x, a - z] := by
    ext i j
    fin_cases i <;> fin_cases j <;> simp [σx, σz]
    ring
  have key : ∀ v : Fin 2 → ℝ, star v ⬝ᵥ (!![a + z, x; x, a - z] *ᵥ v) =
      (a + z) * (v 0 * v 0) + 2 * x * v 0 * v 1 + (a - z) * (v 1 * v 1) := by
    intro v
    simp [Matrix.mulVec, dotProduct, Fin.sum_univ_two]
    ring
  rw [hM, Matrix.posSemidef_iff_dotProduct_mulVec]
  simp only [key]
  constructor
  · rintro ⟨-, h⟩
    have h0 : 0 ≤ (a + z) * (1 * 1) + 2 * x * 1 * 0 + (a - z) * (0 * 0) := h ![1, 0]
    have h1 : 0 ≤ (a + z) * (0 * 0) + 2 * x * 0 * 1 + (a - z) * (1 * 1) := h ![0, 1]
    -- the form on vectors (t, 1) is a nonnegative quadratic in t
    have hd : discrim (a + z) (2 * x) (a - z) ≤ 0 := by
      refine discrim_le_zero fun t => ?_
      have ht : 0 ≤ (a + z) * (t * t) + 2 * x * t * 1 + (a - z) * (1 * 1) := h ![t, 1]
      linarith
    rw [discrim] at hd
    exact ⟨by linarith, by nlinarith⟩
  · rintro ⟨ha, h⟩
    refine ⟨Matrix.IsHermitian.ext fun i j => ?_, fun v => ?_⟩
    · fin_cases i <;> fin_cases j <;> simp
    · generalize v 0 = u
      generalize v 1 = w
      have hS : 0 ≤ a * (u ^ 2 + w ^ 2) := by positivity
      -- Cauchy-Schwarz bound on the traceless part of the form
      have hT : (z * (u ^ 2 - w ^ 2) + x * (2 * u * w)) ^ 2 ≤ (a * (u ^ 2 + w ^ 2)) ^ 2 := by
        nlinarith [sq_nonneg (z * (2 * u * w) - x * (u ^ 2 - w ^ 2)),
          mul_le_mul_of_nonneg_right h (sq_nonneg (u ^ 2 + w ^ 2))]
      have hST : ∀ S T : ℝ, 0 ≤ S → T ^ 2 ≤ S ^ 2 → 0 ≤ S + T := by
        intro S T h1 h2
        by_contra hneg
        have h3 : S + T < 0 := not_le.mp hneg
        nlinarith [mul_pos (by linarith : 0 < -(S + T)) (by linarith : 0 < S - T)]
      have := hST _ _ hS hT
      nlinarith
```

The exponentials hold for all real parameters. `exp_diag` exponentiates diagonal entries, so $e^{A}=\mathrm{diag}(e^{s},e^{-s})=\cosh s\,1+\sinh s\,\sigma_z$.

```lean
/-- The exponential of a diagonal two-level operator exponentiates the diagonal entries. -/
theorem exp_diag (p q : ℝ) :
    NormedSpace.exp (!![p, 0; 0, q] : Matrix (Fin 2) (Fin 2) ℝ) =
      !![Real.exp p, 0; 0, Real.exp q] := by
  have h1 : (!![p, 0; 0, q] : Matrix (Fin 2) (Fin 2) ℝ) = diagonal ![p, q] := by
    ext i j
    fin_cases i <;> fin_cases j <;> simp
  have h2 : NormedSpace.exp (![p, q] : Fin 2 → ℝ) = ![Real.exp p, Real.exp q] := by
    rw [Pi.exp_def]
    ext i
    fin_cases i <;> simp [Real.exp_eq_exp_ℝ]
  rw [h1, Matrix.exp_diagonal, h2]
  ext i j
  fin_cases i <;> fin_cases j <;> simp

/-- `exp A = cosh s 1 + sinh s σz`. -/
theorem exp_opA (s : ℝ) :
    NormedSpace.exp (opA s) =
      Real.cosh s • (1 : Matrix (Fin 2) (Fin 2) ℝ) + Real.sinh s • σz := by
  have h : opA s = !![s, 0; 0, -s] := by
    ext i j
    fin_cases i <;> fin_cases j <;> simp [opA, σz]
  rw [h, exp_diag, Real.cosh_eq, Real.sinh_eq]
  generalize Real.exp s = P
  generalize Real.exp (-s) = Q
  ext i j
  fin_cases i <;> fin_cases j <;> simp [σz] <;> ring
```

$B$ has eigenvalues $c\pm r$ with normalised eigenvectors $(1,\pm1)/\sqrt2$. The code uses the unnormalised columns $(1,\pm1)$ of a matrix $U$ with $U^{-1}=U/2$ (`hinv`), and `Matrix.exp_conj` gives
$$e^{B}=U\,\mathrm{diag}(e^{c+r},e^{c-r})\,U^{-1}=e^{c}(\cosh r\,1+\sinh r\,\sigma_x).$$

```lean
/-- `exp B = e^c (cosh r 1 + sinh r σx)`. -/
theorem exp_opB (c r : ℝ) :
    NormedSpace.exp (opB c r) =
      Real.exp c • (Real.cosh r • (1 : Matrix (Fin 2) (Fin 2) ℝ) + Real.sinh r • σx) := by
  have hU : IsUnit (!![1, 1; 1, -1] : Matrix (Fin 2) (Fin 2) ℝ) := by
    rw [Matrix.isUnit_iff_isUnit_det, Matrix.det_fin_two_of, isUnit_iff_ne_zero]
    norm_num
  have hinv : (!![1, 1; 1, -1] : Matrix (Fin 2) (Fin 2) ℝ)⁻¹ =
      !![1 / 2, 1 / 2; 1 / 2, -1 / 2] := by
    apply Matrix.inv_eq_right_inv
    ext i j
    fin_cases i <;> fin_cases j <;> simp [Matrix.mul_apply, Fin.sum_univ_two] <;> norm_num
  -- diagonalise B in the eigenbasis of σx
  have h : opB c r = !![1, 1; 1, -1] * !![c + r, 0; 0, c + -r] *
      (!![1, 1; 1, -1] : Matrix (Fin 2) (Fin 2) ℝ)⁻¹ := by
    rw [hinv]
    ext i j
    fin_cases i <;> fin_cases j <;>
      simp [opB, σx, Matrix.mul_apply, Fin.sum_univ_two] <;> ring
  rw [h, Matrix.exp_conj _ _ hU, exp_diag, hinv, Real.exp_add c r, Real.exp_add c (-r),
    Real.cosh_eq, Real.sinh_eq]
  generalize Real.exp c = E
  generalize Real.exp r = P
  generalize Real.exp (-r) = Q
  ext i j
  fin_cases i <;> fin_cases j <;> simp [σx, Matrix.mul_apply, Fin.sum_univ_two] <;> ring
```

## The energy shift $c=\sqrt{r^2+s^2}$

The constant $c$ lowers both levels of $H_B$ uniformly. Since $B-A=c\,1+r\sigma_x-s\sigma_z$, the criterion with $(a,x,z)=(c,r,-s)$ reads $c\ge0$ and $r^2+s^2\le c^2$, which `Real.sqrt_le_iff` folds into $\sqrt{r^2+s^2}\le c$. The chosen value is the smallest shift that puts $H_B$ below $H_A$; any smaller $c$ loses $B-A\succeq0$.

```lean
/-- `B - A` is positive semidefinite exactly when `c ≥ √(r² + s²)`. -/
theorem gap_posSemidef_iff (c r s : ℝ) :
    (opB c r - opA s).PosSemidef ↔ Real.sqrt (r ^ 2 + s ^ 2) ≤ c := by
  have h : opB c r - opA s = c • (1 : Matrix (Fin 2) (Fin 2) ℝ) + r • σx + (-s) • σz := by
    unfold opB opA
    module
  rw [h, pauli_posSemidef_iff, Real.sqrt_le_iff, neg_sq]
```

## The sign condition $c\ge0$

Subtracting the exponentials gives the same form with $a=e^{c}\cosh r-\cosh s$, $x=e^{c}\sinh r$, $z=-\sinh s$. Using $\cosh^2-\sinh^2=1$ for $r$ and for $s$, and $e^{2c}+1=2e^{c}\cosh c$ (`hE`), the determinant is
$$a^2-x^2-z^2=e^{2c}+1-2e^{c}\cosh r\cosh s=2e^{c}(\cosh c-\cosh r\cosh s),$$
which is `hdet`. Positive semidefiniteness therefore forces $\cosh r\cosh s\le\cosh c$, and this direction does not use `hc`. The converse also needs $a\ge0$:
$$e^{c}\cosh r\ge e^{c}=\cosh c+\sinh c\ge\cosh c\ge\cosh r\cosh s\ge\cosh s.$$
The step $\sinh c\ge0$ (`h7`) is the only use of `hc`, which says that the shift is downward in energy. For $c=-1$, $r=s=0$ the inequality $1\le\cosh 1$ holds, but $e^{B}-e^{A}=(e^{-1}-1)\,1$ is negative definite.

```lean
/-- For `c ≥ 0`, `exp B - exp A` is positive semidefinite exactly when
`cosh r cosh s ≤ cosh c`. -/
theorem exp_gap_posSemidef_iff (c r s : ℝ) (hc : 0 ≤ c) :
    (NormedSpace.exp (opB c r) - NormedSpace.exp (opA s)).PosSemidef ↔
      Real.cosh r * Real.cosh s ≤ Real.cosh c := by
  have h : NormedSpace.exp (opB c r) - NormedSpace.exp (opA s) =
      (Real.exp c * Real.cosh r - Real.cosh s) • (1 : Matrix (Fin 2) (Fin 2) ℝ) +
        (Real.exp c * Real.sinh r) • σx + (-Real.sinh s) • σz := by
    rw [exp_opA, exp_opB]
    module
  have hpos : 0 < 2 * Real.exp c := by positivity
  have h1 : Real.exp c * Real.exp (-c) = 1 := by rw [← Real.exp_add]; simp
  have hE : 2 * Real.exp c * Real.cosh c = Real.exp c ^ 2 + 1 := by
    rw [Real.cosh_eq]
    linear_combination h1
  -- the determinant of the difference is 2 e^c (cosh c - cosh r cosh s)
  have hdet : (Real.exp c * Real.cosh r - Real.cosh s) ^ 2 - (Real.exp c * Real.sinh r) ^ 2 -
      (-Real.sinh s) ^ 2 = 2 * Real.exp c * (Real.cosh c - Real.cosh r * Real.cosh s) := by
    linear_combination Real.exp c ^ 2 * Real.cosh_sq r + Real.cosh_sq s - hE
  rw [h, pauli_posSemidef_iff]
  constructor
  · rintro ⟨-, h2⟩
    have h3 : 0 ≤ 2 * Real.exp c * (Real.cosh c - Real.cosh r * Real.cosh s) := by linarith
    have h4 := (mul_nonneg_iff_of_pos_left hpos).mp h3
    linarith
  · intro h2
    have h3 := mul_nonneg hpos.le (sub_nonneg.mpr h2)
    have h4 := mul_nonneg (sub_nonneg.mpr (Real.one_le_cosh r)) (Real.cosh_pos s).le
    have h5 := mul_nonneg (sub_nonneg.mpr (Real.one_le_cosh r)) (Real.exp_pos c).le
    have h6 := Real.cosh_add_sinh c
    have h7 := Real.sinh_nonneg_iff.mpr hc
    exact ⟨by nlinarith, by linarith⟩
```

## Non-commuting operators: $r\ne0$ and $s\ne0$

The commutator $[B,A]=rs\,[\sigma_x,\sigma_z]$ is nonzero exactly when both parameters are, so `hr` and `hs` say that the two Hamiltonians share no eigenbasis. They are needed for $\cosh c<\cosh r\cosh s$ when $c^2=r^2+s^2$. Two means appear:
$$\cosh r\cosh s=\tfrac12\left[\cosh(r+s)+\cosh(r-s)\right],\qquad c^2=\tfrac12\left[(r+s)^2+(r-s)^2\right].$$
For each $n=0,1,2,\dots$ the map $y\mapsto y^n$ is convex on $y\ge0$, so $c^{2n}\le\tfrac12[(r+s)^{2n}+(r-s)^{2n}]$ (`key`, from `convexOn_pow`). Dividing by $(2n)!$ and summing the series $\cosh y=\sum_n y^{2n}/(2n)!$ yields the weak inequality. The terms $n=0,1$ are equalities. At $n=2$ the right side is $r^4+6r^2s^2+s^4$ and the left side is $r^4+2r^2s^2+s^4$, a gap of $4r^2s^2$. Inside `key2`, `hp : 0 < r ^ 2 * s ^ 2` is the one place where `hr` and `hs` enter, and `hasSum_lt (i := 2)` turns one strict term into a strict sum.

For $s=0$, $r=1$, $c=1$: $A=0$, $B$ has eigenvalues $2$ and $0$, and $e^{B}-1$ has eigenvalues $e^2-1$ and $0$. For $r=0$, $s=1$, $c=1$: $e^{B}-e^{A}=\mathrm{diag}(0,\,e-e^{-1})$. In both cases the order survives.

```lean
/-- If `c² = r² + s²` with `r` and `s` nonzero, then `cosh c < cosh r cosh s`. -/
theorem cosh_lt_cosh_mul_cosh (c r s : ℝ) (hr : r ≠ 0) (hs : s ≠ 0)
    (hc : c ^ 2 = r ^ 2 + s ^ 2) : Real.cosh c < Real.cosh r * Real.cosh s := by
  have hc' : c ^ 2 = 1 / 2 * (r + s) ^ 2 + 1 / 2 * (r - s) ^ 2 := by rw [hc]; ring
  -- c² is the mean of (r ± s)², and powers are convex
  have key : ∀ n : ℕ, c ^ (2 * n) ≤ ((r + s) ^ (2 * n) + (r - s) ^ (2 * n)) / 2 := by
    intro n
    have hconv : ConvexOn ℝ (Set.Ici 0) fun x : ℝ => x ^ n := convexOn_pow n
    have h := hconv.2 (Set.mem_Ici.mpr (sq_nonneg (r + s))) (Set.mem_Ici.mpr (sq_nonneg (r - s)))
      (by norm_num : (0 : ℝ) ≤ 1 / 2) (by norm_num : (0 : ℝ) ≤ 1 / 2) (by norm_num)
    simp only [smul_eq_mul] at h
    rw [pow_mul c, pow_mul (r + s), pow_mul (r - s), hc']
    linarith
  have key2 : c ^ (2 * 2) < ((r + s) ^ (2 * 2) + (r - s) ^ (2 * 2)) / 2 := by
    have hp : 0 < r ^ 2 * s ^ 2 := by positivity
    rw [pow_mul c, hc]
    nlinarith
  have hlt : Real.cosh c < (Real.cosh (r + s) + Real.cosh (r - s)) / 2 := by
    refine hasSum_lt (i := 2) ?_ ?_ (Real.hasSum_cosh c)
      (((Real.hasSum_cosh (r + s)).add (Real.hasSum_cosh (r - s))).div_const 2)
    · intro n
      have hn := key n
      calc c ^ (2 * n) / ((2 * n).factorial : ℝ)
          ≤ ((r + s) ^ (2 * n) + (r - s) ^ (2 * n)) / 2 / ((2 * n).factorial : ℝ) := by gcongr
        _ = ((r + s) ^ (2 * n) / ((2 * n).factorial : ℝ) +
            (r - s) ^ (2 * n) / ((2 * n).factorial : ℝ)) / 2 := by ring
    · calc c ^ (2 * 2) / ((2 * 2).factorial : ℝ)
          < ((r + s) ^ (2 * 2) + (r - s) ^ (2 * 2)) / 2 / ((2 * 2).factorial : ℝ) := by gcongr
        _ = ((r + s) ^ (2 * 2) / ((2 * 2).factorial : ℝ) +
            (r - s) ^ (2 * 2) / ((2 * 2).factorial : ℝ)) / 2 := by ring
  rw [Real.cosh_add, Real.cosh_sub] at hlt
  linarith
```

## Positive inverse temperature $\beta>0$

Scaling stays inside the family: $\beta B$ is `opB (β * c) (β * r)` and $\beta A$ is `opA (β * s)` (`hB`, `hA`), with $(\beta c)^2=(\beta r)^2+(\beta s)^2$. The hypothesis `hβ` is used for $\beta c\ge0$, which the exponential criterion requires, and for $\beta r,\beta s\ne0$, which the strict inequality requires. `thermal_not_posSemidef` then states that $e^{\beta B}-e^{\beta A}$ is not positive semidefinite; these are Boltzmann operators not divided by their partition functions. At $\beta=0$ both exponentials equal $1$ and the difference is the zero matrix, which is positive semidefinite.

```lean
/-- For nonzero `r`, `s`, `c = √(r² + s²)` and every inverse temperature `β > 0`,
`exp (β B) - exp (β A)` is not positive semidefinite. -/
theorem thermal_not_posSemidef (r s β : ℝ) (hr : r ≠ 0) (hs : s ≠ 0) (hβ : 0 < β) :
    ¬ (NormedSpace.exp (β • opB (Real.sqrt (r ^ 2 + s ^ 2)) r) -
        NormedSpace.exp (β • opA s)).PosSemidef := by
  have hB : ∀ c, β • opB c r = opB (β * c) (β * r) := by
    intro c
    unfold opB
    module
  have hA : β • opA s = opA (β * s) := by
    unfold opA
    module
  rw [hA, hB, exp_gap_posSemidef_iff _ _ _ (by positivity), not_le]
  refine cosh_lt_cosh_mul_cosh _ _ _ (mul_ne_zero hβ.ne' hr) (mul_ne_zero hβ.ne' hs) ?_
  rw [mul_pow, Real.sq_sqrt (by positivity)]
  ring
```

`exp_not_operator_monotone` joins the gap criterion at equality (`le_rfl`) with the case $\beta=1$. For all real $r\ne0$, $s\ne0$, of either sign, it asserts $B-A\succeq0$ and denies $e^{B}-e^{A}\succeq0$. One such pair refutes operator monotonicity of the exponential; the theorem speaks only of this family in dimension two.

```lean
/-- For nonzero `r`, `s` and `c = √(r² + s²)`, `B - A` is positive semidefinite while
`exp B - exp A` is not. -/
theorem exp_not_operator_monotone (r s : ℝ) (hr : r ≠ 0) (hs : s ≠ 0) :
    (opB (Real.sqrt (r ^ 2 + s ^ 2)) r - opA s).PosSemidef ∧
      ¬ (NormedSpace.exp (opB (Real.sqrt (r ^ 2 + s ^ 2)) r) -
          NormedSpace.exp (opA s)).PosSemidef := by
  refine ⟨(gap_posSemidef_iff _ r s).mpr le_rfl, ?_⟩
  have h := thermal_not_posSemidef r s 1 hr hs one_pos
  rwa [one_smul, one_smul] at h
```

The two criteria together locate the failure for general $c$: the order holds for $A,B$ and fails for their exponentials when $\sqrt{r^2+s^2}\le c$ and $\cosh c<\cosh r\cosh s$. For $r=s=1$, where $\cosh\sqrt2\approx2.178$ and $\cosh^2 1\approx2.381$, the failure runs from $c=\sqrt2\approx1.414$ to just below $c\approx1.513$, and $c=2$ restores the order. This range and the numerical cases given for each hypothesis are worked out by hand and are not proved in Lean.

## Partition functions under $B-A\succeq0$

The same formulas give an inequality that does survive. The Pauli matrices are traceless (`hx`, `hz`), so $\operatorname{Tr}e^{A}=2\cosh s$ and $\operatorname{Tr}e^{B}=2e^{c}\cosh r$, the partition functions at $\beta=1$. The hypothesis `h`, $H_B$ below $H_A$, is rewritten as $\sqrt{r^2+s^2}\le c$. It supplies $c\ge0$ (`hc`) and $|s|\le c$, hence $\cosh s\le\cosh c$ (`h2`), and then
$$\cosh s\le\cosh c\le\cosh c+\sinh c=e^{c}\le e^{c}\cosh r.$$
`trace_exp_le` covers all real $c,r,s$ satisfying `h`, including $r=0$ or $s=0$. It is proved here for this family only; the same trace inequality holds for all Hermitian matrices, because $B-A\succeq0$ orders their eigenvalues one by one. Without `h`, the values $c=r=0$, $s=1$ give $\operatorname{Tr}e^{A}=2\cosh1>2=\operatorname{Tr}e^{B}$.

```lean
/-- If `B - A` is positive semidefinite, then `Tr exp A ≤ Tr exp B`. -/
theorem trace_exp_le (c r s : ℝ) (h : (opB c r - opA s).PosSemidef) :
    (NormedSpace.exp (opA s)).trace ≤ (NormedSpace.exp (opB c r)).trace := by
  rw [gap_posSemidef_iff] at h
  have hc : 0 ≤ c := (Real.sqrt_nonneg _).trans h
  have h1 : |s| ≤ Real.sqrt (r ^ 2 + s ^ 2) := Real.abs_le_sqrt (by nlinarith [sq_nonneg r])
  have h2 : Real.cosh s ≤ Real.cosh c :=
    Real.cosh_le_cosh.mpr (h1.trans (h.trans (le_abs_self c)))
  have h5 := mul_nonneg (sub_nonneg.mpr (Real.one_le_cosh r)) (Real.exp_pos c).le
  have h6 := Real.cosh_add_sinh c
  have h7 := Real.sinh_nonneg_iff.mpr hc
  have hx : σx.trace = 0 := by simp [σx, Matrix.trace_fin_two]
  have hz : σz.trace = 0 := by simp [σz, Matrix.trace_fin_two]
  have ho : (1 : Matrix (Fin 2) (Fin 2) ℝ).trace = 2 := by simp
  rw [exp_opA, exp_opB]
  simp only [Matrix.trace_add, Matrix.trace_smul, hx, hz, ho, smul_eq_mul]
  nlinarith

end

end ExpNotOperatorMonotone
```

```lean
#print axioms ExpNotOperatorMonotone.exp_not_operator_monotone
#print axioms ExpNotOperatorMonotone.trace_exp_le
```

```
'ExpNotOperatorMonotone.exp_not_operator_monotone' depends on axioms: [propext, Classical.choice, Quot.sound]
'ExpNotOperatorMonotone.trace_exp_le' depends on axioms: [propext, Classical.choice, Quot.sound]
```
